# In a flat vacuum barrier, a bounded Fourier component of a surface wavefunction is fixed by its value on one plane

Let $z$ be the height along the surface normal, $z_0$ the height of a matching plane, and $f$ a complex function of height that obeys $f''=a^2f$, with decay rate $a>0$, on an interval $S$ containing every $z\ge z_0$. If $f$ is bounded for $z\ge z_0$, then $f(z)=f(z_0)\,e^{-a(z-z_0)}$ throughout $S$.

```lean
import Mathlib

open Complex

namespace STMVacuumDecay

noncomputable section

/-- The vacuum equation `f'' = a² f` on a set `S` of heights, for a Fourier component `f`
with slope `f'`. -/
def VacuumEq (a : ℝ) (S : Set ℝ) (f f' : ℝ → ℂ) : Prop :=
  ∀ z ∈ S, HasDerivWithinAt f (f' z) S z ∧ HasDerivWithinAt f' ((a : ℂ) ^ 2 * f z) S z

/-- The decay rate `√(κ² + |q|²)` belonging to the lateral wave vector `q`. -/
def decayRate (κ : ℝ) (q : ℝ × ℝ) : ℝ := Real.sqrt (κ ^ 2 + q.1 ^ 2 + q.2 ^ 2)

/-- A wavefunction built from finitely many lateral plane waves `exp(i q·r)` with
height-dependent coefficients `F q z`. -/
def surfaceWave (s : Finset (ℝ × ℝ)) (F : ℝ × ℝ → ℝ → ℂ) (x y z : ℝ) : ℂ :=
  ∑ q ∈ s, F q z * exp (I * ((q.1 * x + q.2 * y : ℝ) : ℂ))

/-- The exponential `exp(k(z - z₀))` has slope `k exp(k(z - z₀))`. -/
lemma hasDerivAt_mode (k : ℂ) (z₀ x : ℝ) :
    HasDerivAt (fun y : ℝ => exp (k * ((y : ℂ) - z₀))) (k * exp (k * ((x : ℂ) - z₀))) x := by
  have h1 : HasDerivAt (fun y : ℝ => (y : ℂ)) 1 x := by
    simpa using (hasDerivAt_id x).ofReal_comp
  exact ((h1.sub_const (z₀ : ℂ)).const_mul k).cexp.congr_deriv (by ring)

/-- The modulus of `exp(c(z - z₀))` for real `c` is the real exponential. -/
lemma norm_mode (c z z₀ : ℝ) :
    ‖exp ((c : ℂ) * ((z : ℂ) - z₀))‖ = Real.exp (c * (z - z₀)) := by
  rw [Complex.norm_exp]
  congr 1
  simp

/-- If `c² = a²`, the combination `f' + c f` of slope and value varies with height as
`exp(c(z - z₀))`. -/
theorem first_integral {a z₀ z : ℝ} {c : ℂ} {S : Set ℝ} {f f' : ℝ → ℂ}
    (hS : Convex ℝ S) (h : VacuumEq a S f f') (hc : c ^ 2 = (a : ℂ) ^ 2)
    (hz₀ : z₀ ∈ S) (hz : z ∈ S) :
    f' z + c * f z = (f' z₀ + c * f z₀) * exp (c * ((z : ℂ) - z₀)) := by
  -- the product with the inverse exponential has zero derivative
  have h4 : ∀ x ∈ S, HasDerivWithinAt
      (fun y : ℝ => (f' y + c * f y) * exp (-c * ((y : ℂ) - z₀))) 0 S x := by
    intro x hx
    have h3 : HasDerivWithinAt (fun y => f' y + c * f y)
        ((a : ℂ) ^ 2 * f x + c * f' x) S x :=
      (h x hx).2.add ((h x hx).1.const_mul c)
    have h5 := h3.mul (hasDerivAt_mode (-c) z₀ x).hasDerivWithinAt
    refine h5.congr_deriv ?_
    linear_combination (-(f x) * exp (-c * ((x : ℂ) - z₀))) * hc
  have key := hS.norm_image_sub_le_of_norm_hasDerivWithin_le (f' := fun _ => (0 : ℂ))
    (C := 0) h4 (fun x _ => by simp) hz₀ hz
  have e : (f' z + c * f z) * exp (-c * ((z : ℂ) - z₀))
      = (f' z₀ + c * f z₀) * exp (-c * ((z₀ : ℂ) - z₀)) :=
    sub_eq_zero.mp (norm_le_zero_iff.mp (key.trans_eq (zero_mul _)))
  rw [sub_self, mul_zero, Complex.exp_zero, mul_one] at e
  have e0 : -c * ((z : ℂ) - z₀) + c * ((z : ℂ) - z₀) = 0 := by ring
  rw [← e, mul_assoc, ← Complex.exp_add, e0, Complex.exp_zero, mul_one]

/-- For a solution `f` of the vacuum equation, `2a f(z)` is a combination of `exp(a(z - z₀))` and
`exp(-a(z - z₀))` with coefficients set by the value and slope at `z₀`. -/
theorem two_exponentials {a z₀ z : ℝ} {S : Set ℝ} {f f' : ℝ → ℂ}
    (hS : Convex ℝ S) (h : VacuumEq a S f f') (hz₀ : z₀ ∈ S) (hz : z ∈ S) :
    2 * (a : ℂ) * f z = (f' z₀ + a * f z₀) * exp (a * ((z : ℂ) - z₀))
      - (f' z₀ - a * f z₀) * exp (-a * ((z : ℂ) - z₀)) := by
  have p := first_integral (c := (a : ℂ)) hS h rfl hz₀ hz
  have m := first_integral (c := -(a : ℂ)) hS h (by ring) hz₀ hz
  linear_combination p - m

/-- For `a > 0`, a component that obeys the vacuum equation and stays bounded above the plane `z₀`
has slope `-a f(z₀)` on that plane. -/
theorem matching_slope {a z₀ : ℝ} {S : Set ℝ} {f f' : ℝ → ℂ} (ha : 0 < a)
    (hS : Convex ℝ S) (hsub : Set.Ici z₀ ⊆ S) (h : VacuumEq a S f f')
    (hb : ∃ C, ∀ z ≥ z₀, ‖f z‖ ≤ C) : f' z₀ = -a * f z₀ := by
  obtain ⟨C, hC⟩ := hb
  obtain ⟨A, hA⟩ : ∃ A, A = f' z₀ + a * f z₀ := ⟨_, rfl⟩
  obtain ⟨B, hB⟩ : ∃ B, B = f' z₀ - a * f z₀ := ⟨_, rfl⟩
  by_contra hne
  have hA0 : A ≠ 0 := fun h0 => hne (by linear_combination h0 - hA)
  have hApos : 0 < ‖A‖ := norm_pos_iff.mpr hA0
  have hC0 : 0 ≤ C := (norm_nonneg _).trans (hC z₀ le_rfl)
  -- the growing part is bounded by a constant
  have bound : ∀ z ≥ z₀, ‖A‖ * Real.exp (a * (z - z₀)) ≤ 2 * a * C + ‖B‖ := by
    intro z hz
    have g := two_exponentials hS h (hsub (Set.mem_Ici.mpr le_rfl)) (hsub hz)
    rw [← hA, ← hB] at g
    have n1 : ‖2 * (a : ℂ) * f z‖ = 2 * a * ‖f z‖ := by
      rw [norm_mul, norm_mul, Complex.norm_real, Real.norm_of_nonneg ha.le]
      norm_num
    have n2 : ‖B * exp (-a * ((z : ℂ) - z₀))‖ ≤ ‖B‖ := by
      have hn := norm_mode (-a) z z₀
      rw [Complex.ofReal_neg] at hn
      rw [norm_mul, hn]
      exact mul_le_of_le_one_right (norm_nonneg _)
        (Real.exp_le_one_iff.mpr (by nlinarith))
    have n3 : 2 * a * ‖f z‖ ≤ 2 * a * C :=
      mul_le_mul_of_nonneg_left (hC z hz) (by positivity)
    have e : A * exp (a * ((z : ℂ) - z₀))
        = 2 * (a : ℂ) * f z + B * exp (-a * ((z : ℂ) - z₀)) := by
      linear_combination -g
    have n4 := norm_add_le (2 * (a : ℂ) * f z) (B * exp (-a * ((z : ℂ) - z₀)))
    rw [← e, norm_mul, norm_mode] at n4
    linarith
  -- far enough from the surface this is violated
  obtain ⟨t, ht0, ht⟩ : ∃ t : ℝ, 0 ≤ t ∧ ‖A‖ * (a * t) = 2 * a * C + ‖B‖ :=
    ⟨(2 * a * C + ‖B‖) / (‖A‖ * a), by positivity, by
      have := hApos.ne'
      field_simp⟩
  have hz := bound (z₀ + t) (by linarith)
  rw [add_sub_cancel_left] at hz
  have e := mul_le_mul_of_nonneg_left (Real.add_one_le_exp (a * t)) hApos.le
  rw [mul_add, mul_one] at e
  linarith

/-- For `a > 0`, a component that obeys the vacuum equation and stays bounded above the matching
plane `z₀` equals its value on that plane times `exp(-a(z - z₀))`. -/
theorem vacuum_component_eq {a z₀ z : ℝ} {S : Set ℝ} {f f' : ℝ → ℂ} (ha : 0 < a)
    (hS : Convex ℝ S) (hsub : Set.Ici z₀ ⊆ S) (h : VacuumEq a S f f')
    (hb : ∃ C, ∀ z ≥ z₀, ‖f z‖ ≤ C) (hz : z ∈ S) :
    f z = f z₀ * exp (-a * ((z : ℂ) - z₀)) := by
  have d := matching_slope ha hS hsub h hb
  have g := two_exponentials hS h (hsub (Set.mem_Ici.mpr le_rfl)) hz
  rw [d] at g
  have h2a : 2 * (a : ℂ) ≠ 0 :=
    mul_ne_zero two_ne_zero (Complex.ofReal_ne_zero.mpr ha.ne')
  apply mul_left_cancel₀ h2a
  linear_combination g

/-- For `a > 0`, a twice differentiable `f` on the whole line with `f'' = a² f`, bounded for `z ≥
0`, is `f(0) exp(-a z)` at every `z`. -/
theorem eq_exp_of_bounded {a : ℝ} {f : ℝ → ℂ} (ha : 0 < a) (hf : Differentiable ℝ f)
    (hf' : Differentiable ℝ (deriv f)) (hode : ∀ z, deriv (deriv f) z = (a : ℂ) ^ 2 * f z)
    (hb : ∃ C, ∀ z ≥ 0, ‖f z‖ ≤ C) (z : ℝ) : f z = f 0 * exp (-a * z) := by
  have h : VacuumEq a Set.univ f (deriv f) := fun x _ =>
    ⟨(hf x).hasDerivAt.hasDerivWithinAt, by
      rw [← hode x]
      exact (hf' x).hasDerivAt.hasDerivWithinAt⟩
  have e := vacuum_component_eq ha convex_univ (Set.subset_univ _) h hb (Set.mem_univ z)
  rw [Complex.ofReal_zero, sub_zero] at e
  exact e

/-- A wavefunction whose lateral components obey the vacuum equation and stay bounded above
`z₀` is given there by its components on the plane `z₀`, each with its own decay rate. -/
theorem surfaceWave_continuation {κ z₀ : ℝ} (hκ : 0 < κ) (s : Finset (ℝ × ℝ))
    (F F' : ℝ × ℝ → ℝ → ℂ)
    (h : ∀ q ∈ s, VacuumEq (decayRate κ q) (Set.Ici z₀) (F q) (F' q))
    (hb : ∀ q ∈ s, ∃ C, ∀ z ≥ z₀, ‖F q z‖ ≤ C) (x y : ℝ) {z : ℝ} (hz : z₀ ≤ z) :
    surfaceWave s F x y z = surfaceWave s
      (fun q z => F q z₀ * exp (-(decayRate κ q) * ((z : ℂ) - z₀))) x y z := by
  unfold surfaceWave
  refine Finset.sum_congr rfl fun q hq => ?_
  have hpos : 0 < decayRate κ q := Real.sqrt_pos.mpr (by positivity)
  rw [vacuum_component_eq hpos (convex_Ici z₀) subset_rfl (h q hq) (hb q hq)
    (Set.mem_Ici.mpr hz)]

/-- For `k² = a²`, every multiple of `exp(k(z - z₀))` solves the vacuum equation on the
whole line. -/
theorem mode_solves {a : ℝ} {k : ℂ} (hk : k ^ 2 = (a : ℂ) ^ 2) (A : ℂ) (z₀ : ℝ) :
    VacuumEq a Set.univ (fun z => A * exp (k * ((z : ℂ) - z₀)))
      (fun z => k * (A * exp (k * ((z : ℂ) - z₀)))) := by
  intro z _
  have e1 : HasDerivAt (fun y : ℝ => A * exp (k * ((y : ℂ) - z₀)))
      (k * (A * exp (k * ((z : ℂ) - z₀)))) z :=
    ((hasDerivAt_mode k z₀ z).const_mul A).congr_deriv (by ring)
  have e2 : HasDerivAt (fun y : ℝ => k * (A * exp (k * ((y : ℂ) - z₀))))
      ((a : ℂ) ^ 2 * (A * exp (k * ((z : ℂ) - z₀)))) z :=
    (e1.const_mul k).congr_deriv
      (by linear_combination (A * exp (k * ((z : ℂ) - z₀))) * hk)
  exact ⟨e1.hasDerivWithinAt, e2.hasDerivWithinAt⟩

/-- Above the plane `z₀` the decaying exponential is bounded by its amplitude, while the
growing exponential with non-zero amplitude is unbounded. -/
theorem decaying_bounded_growing_unbounded {a : ℝ} (ha : 0 < a) {A : ℂ} (hA : A ≠ 0)
    (z₀ : ℝ) :
    (∀ z ≥ z₀, ‖A * exp (-a * ((z : ℂ) - z₀))‖ ≤ ‖A‖) ∧
      ¬ ∃ C, ∀ z ≥ z₀, ‖A * exp (a * ((z : ℂ) - z₀))‖ ≤ C := by
  constructor
  · intro z hz
    have hn := norm_mode (-a) z z₀
    rw [Complex.ofReal_neg] at hn
    rw [norm_mul, hn]
    exact mul_le_of_le_one_right (norm_nonneg _) (Real.exp_le_one_iff.mpr (by nlinarith))
  · intro hb
    -- a bounded solution would need the opposite slope at the plane
    have d : (a : ℂ) * (A * exp (a * ((z₀ : ℂ) - z₀)))
        = -a * (A * exp (a * ((z₀ : ℂ) - z₀))) :=
      matching_slope ha convex_univ (Set.subset_univ _)
        (mode_solves (k := (a : ℂ)) rfl A z₀) hb
    rw [sub_self, mul_zero, Complex.exp_zero, mul_one] at d
    have h0 : 2 * (a : ℂ) * A = 0 := by linear_combination d
    exact mul_ne_zero (mul_ne_zero two_ne_zero (Complex.ofReal_ne_zero.mpr ha.ne')) hA h0

end

end STMVacuumDecay
```

```lean
#print axioms STMVacuumDecay.vacuum_component_eq
#print axioms STMVacuumDecay.eq_exp_of_bounded
#print axioms STMVacuumDecay.surfaceWave_continuation
#print axioms STMVacuumDecay.decaying_bounded_growing_unbounded
```

```
'STMVacuumDecay.vacuum_component_eq' depends on axioms: [propext, Classical.choice, Quot.sound]
'STMVacuumDecay.eq_exp_of_bounded' depends on axioms: [propext, Classical.choice, Quot.sound]
'STMVacuumDecay.surfaceWave_continuation' depends on axioms: [propext, Classical.choice, Quot.sound]
'STMVacuumDecay.decaying_bounded_growing_unbounded' depends on axioms: [propext, Classical.choice, Quot.sound]
```

## Heights, slopes and components in the Lean statements

`VacuumEq a S f f'` writes the second-order equation as two first-order ones: at every height in $S$, the derivative of `f` is `f'` and the derivative of `f'` is $a^2f$. Both derivatives are taken within $S$, so at the edge of a half-line they are one-sided, and nothing is required of `f` outside $S$.

The central theorem is `vacuum_component_eq`. Its hypothesis `Convex ℝ S` makes $S$ an interval, `Set.Ici z₀ ⊆ S` puts the whole region above the matching plane inside it, and `hb` supplies a constant $C$ with $|f(z)|\le C$ for all $z\ge z_0$. The conclusion holds for every $z$ in $S$, including any heights below $z_0$, although boundedness is required only above.

Two choices of $S$ matter most. With $S$ the whole line and $z_0=0$, `eq_exp_of_bounded` says that a twice differentiable $f$ with $f''=a^2f$, bounded on $z\ge0$, equals $f(0)e^{-az}$ for all real $z$. With $S$ the half-line above the plane, the equation is imposed only in the vacuum, and `surfaceWave_continuation` applies the result to a whole wavefunction

$$\psi(x,y,z)=\sum_{q\in s}F_q(z)\,e^{i(q_1x+q_2y)},$$

where $s$ is a finite set of lateral wave vectors $q=(q_1,q_2)$. If each $F_q$ obeys its vacuum equation and is bounded above $z_0$, then for $z\ge z_0$

$$\psi(x,y,z)=\sum_{q\in s}F_q(z_0)\,e^{-a_q(z-z_0)}\,e^{i(q_1x+q_2y)},\qquad a_q=\sqrt{\kappa^2+|q|^2}.$$

The rate $a_q$ is `decayRate κ q`. The assumption $\kappa>0$ keeps it positive even at $q=0$.

## The barrier behind the equation

An electron of mass $m$ and energy $E$ in a constant vacuum potential $V>E$ obeys $\nabla^2\psi=\kappa^2\psi$ with $\kappa^2=2m(V-E)/\hbar^2$. Thus $\kappa^2$ is proportional to the height of the barrier above the state's energy. Inserting the plane-wave sum gives

$$\sum_{q\in s}\left(F_q''-|q|^2F_q-\kappa^2F_q\right)e^{i(q_1x+q_2y)}=0.$$

Distinct plane waves are linearly independent, so each bracket vanishes and $F_q''=a_q^2F_q$. The Lean theorems take these component equations as hypotheses; the separation just given is an argument in prose.

Boundedness expresses that the vacuum extends upwards without end and that the state belongs to the surface. A real tip at finite distance, treated as a second electrode, would end the vacuum region and allow a growing part in the gap. The constant potential likewise leaves out the image potential and the field of an applied bias.

For a single-particle state in a flat barrier, with finitely many lateral waves, the result lets an STM simulation continue a computed wavefunction from one plane to the height of the tip. Only the values on that plane are needed, together with $\kappa$.

## Two waves at a height of 5 Å

Take $\kappa=1.2\ \text{Å}^{-1}$ and two lateral waves, $q=(0,0)$ and $q=(0.5,0)\ \text{Å}^{-1}$. Their decay rates are $1.2$ and $\sqrt{1.44+0.25}=1.3\ \text{Å}^{-1}$. Let the amplitudes on the matching plane be $1$ and $0.4$ in arbitrary units. Five ångströms higher they are

$$e^{-6}\approx0.00248,\qquad 0.4\,e^{-6.5}\approx0.00060.$$

Their ratio has fallen from $0.4$ to $0.4\,e^{-0.5}\approx0.243$: the lateral variation fades faster than the uniform part.

The uniform wave also shows what boundedness does. Its slope on the plane must be $-1.2$. If a calculation gave $-1.188$ instead, an error of one per cent, the solution with that value and slope would contain a growing part of amplitude $(-1.188+1.2)/2.4=0.005$. At 5 Å this part is $0.005\,e^{6}\approx2.02$, about 800 times the correct amplitude.

## From a first-order combination to two exponentials

Let $f$ obey the vacuum equation $f''=a^2f$ on an interval that contains $z_0$. Choose a number $c$ with $c^2=a^2$ and set $g=f'+cf$. Then

$$g'=a^2f+cf'=c\,(cf+f')=cg,$$

and therefore

$$\frac{d}{dz}\left[g(z)\,e^{-c(z-z_0)}\right]=(g'-cg)\,e^{-c(z-z_0)}=0.$$

On an interval the bracket is constant, and at $z_0$ it equals $g(z_0)$. Hence $g(z)=g(z_0)\,e^{c(z-z_0)}$.

This is `first_integral`. The derivative of the exponential comes from `hasDerivAt_mode`, and the product rule leaves $(a^2-c^2)f\,e^{-c(z-z_0)}$, which `linear_combination` removes using `hc`. Constancy follows from the mean value inequality on a convex set with derivative bound zero, a form that also serves complex-valued functions. Multiplying by $e^{c(z-z_0)}$ then gives the stated equation.

Now write $A=f'(z_0)+af(z_0)$ and $B=f'(z_0)-af(z_0)$. The choices $c=a$ and $c=-a$ give

$$f'(z)+af(z)=A\,e^{a(z-z_0)},\qquad f'(z)-af(z)=B\,e^{-a(z-z_0)}.$$

Subtracting them yields

$$2a\,f(z)=A\,e^{a(z-z_0)}-B\,e^{-a(z-z_0)}.$$

This is `two_exponentials`, where the subtraction is the final line `linear_combination p - m`.

## Boundedness removes the growing part

Suppose $A\neq0$ and let $t=z-z_0\ge0$. Solving the last equation for the growing term and taking moduli gives

$$|A|\,e^{at}\le2a\,|f(z)|+|B|\,e^{-at}\le2aC+|B|.$$

Since $e^{at}\ge1+at$, it follows that $|A|(1+at)\le2aC+|B|$ for every $t\ge0$. At

$$t=\frac{2aC+|B|}{a|A|}$$

the right-hand side equals $|A|at$, so the inequality becomes $|A|\le0$, a contradiction. Hence $A=0$, which means $f'(z_0)=-a\,f(z_0)$.

The proof of `matching_slope` follows the same route. The intermediate result `bound` is the displayed estimate, with `norm_mode` turning the modulus of a complex exponential into a real exponential. The height $t$ is the one chosen above, and `Real.add_one_le_exp` provides the lower bound on $e^{at}$.

With this slope, $A=0$ and $B=-2a\,f(z_0)$, so

$$2a\,f(z)=2a\,f(z_0)\,e^{-a(z-z_0)}.$$

Dividing by $2a\neq0$ proves `vacuum_component_eq`; in Lean the division is `mul_left_cancel₀`. The whole-line theorem takes `deriv f` as the slope and sets $z_0=0$. The wavefunction theorem applies the component result to each term of the sum, with `Finset.sum_congr` reducing the equality of sums to equality term by term.

## The solution that boundedness excludes

Let $k^2=a^2$ and $u(z)=A\,e^{k(z-z_0)}$, where $A$ is now any complex amplitude. Differentiating twice gives $u'=ku$ and $u''=k^2u=a^2u$. This is `mode_solves`, and it covers both the decaying mode $k=-a$ and the growing mode $k=a$. The two modes have the same value $A$ on the matching plane, so for $A\neq0$ the differential equation and that value alone do not determine the component.

The theorem `decaying_bounded_growing_unbounded` separates them. For $z\ge z_0$ the decaying mode has modulus $|A|e^{-a(z-z_0)}\le|A|$. If the growing mode were bounded, `matching_slope` would force its slope at $z_0$, which is $aA$, to equal $-aA$. Then $2aA=0$, which is impossible for $a>0$ and $A\neq0$.
